# Counting the nonzero entries of a DVR Hamiltonian with separable kinetic energy

How many entries of a Hamiltonian on a direct-product grid can be nonzero depends on which matrices are admitted; here they are all those built from one one-dimensional kinetic matrix per axis and a potential that is diagonal on the grid. This is the usual structure in a discrete variable representation (DVR) with Cartesian-like coordinates. Deriving it from a differential operator and a basis, with the potential approximated by its values at the grid points, is a step that the definitions below take for granted.

```lean
import Mathlib

open Finset

namespace DVRSparsity

noncomputable section
```

There are $d$ axes with the same number $N$ of points on each. A grid point $a$ assigns to each axis $k$ an index $a_k$, so it is a function from `Fin d` to `Fin N`, with both labels starting at zero. The physical positions of the points play no role.

```lean
/-- Points of a direct-product grid with `d` axes and `N` points on each axis. -/
abbrev Grid (d N : ℕ) := Fin d → Fin N
```

Let $t^{(k)}$ be the one-dimensional matrix for axis $k$, written `t k` in Lean. The kinetic matrix is

$$T_{ab}=\sum_k t^{(k)}_{a_k b_k}\prod_{l\neq k}\delta_{a_l b_l}.$$

The $t^{(k)}$ are arbitrary complex matrices, not necessarily Hermitian, and may differ from axis to axis.

```lean
/-- Separable kinetic energy: the sum over axes `k` of a one-dimensional matrix `t k` acting on
coordinate `k`, with Kronecker deltas in all other coordinates. -/
def kinetic {d N : ℕ} (t : Fin d → Matrix (Fin N) (Fin N) ℂ) :
    Matrix (Grid d N) (Grid d N) ℂ :=
  fun a b => ∑ k, t k (a k) (b k) * ∏ l ∈ univ.erase k, (if a l = b l then (1 : ℂ) else 0)
```

With a potential value $V_a$ at each grid point, possibly complex, the Hamiltonian is $H_{ab}=T_{ab}+V_a\delta_{ab}$.

```lean
/-- The DVR Hamiltonian: separable kinetic energy plus a potential diagonal on the grid. -/
def hamiltonian {d N : ℕ} (t : Fin d → Matrix (Fin N) (Fin N) ℂ) (V : Grid d N → ℂ) :
    Matrix (Grid d N) (Grid d N) ℂ :=
  kinetic t + Matrix.diagonal V
```

Let $h(a,b)$ be the number of axes on which $a$ and $b$ differ, which is Lean's `hammingDist a b`. The set `coupledPairs` collects the ordered pairs with $h(a,b)\le 1$. Despite its name, it includes each point paired with itself and does not depend on the values of any matrix elements.

```lean
/-- Ordered pairs of grid points that differ in at most one coordinate. -/
def coupledPairs (d N : ℕ) : Finset (Grid d N × Grid d N) :=
  univ.filter fun p => hammingDist p.1 p.2 ≤ 1
```

The positions actually occupied by nonzero entries form a second set. Since $(a,b)$ and $(b,a)$ are different positions in a matrix, ordered pairs are the right objects to count.

```lean
/-- The positions of the nonzero entries of a matrix on the grid. -/
def nonzeroEntries {d N : ℕ} (H : Matrix (Grid d N) (Grid d N) ℂ) :
    Finset (Grid d N × Grid d N) :=
  univ.filter fun p => H p.1 p.2 ≠ 0
```

## (a) Neighbours by a single change

Write $a^{k\to x}$ for the point $a$ with its coordinate on axis $k$ replaced by $x$; in Lean this is `Function.update a k x`. Show that

$$h(a,b)\le 1\iff b=a\ \text{ or }\ b=a^{k\to x}\text{ for some }k\text{ and }x\neq a_k .$$

**Solution.** If $h(a,b)\le1$ and $b\ne a$, there is an axis $k$ with $b_k\ne a_k$. Any other differing axis would raise the distance to two, so $b=a^{k\to b_k}$. Conversely, $a$ has distance zero from itself, and $a^{k\to x}$ can differ from $a$ only on axis $k$.

In Lean, `Finset.card_le_one` restates the bound as "any two differing axes are equal", which is how the second differing axis is excluded.

```lean
variable {d N : ℕ}

/-- Two grid points differ in at most one coordinate exactly when they coincide or the second
arises from the first by changing one coordinate. -/
theorem hammingDist_le_one_iff (a b : Grid d N) :
    hammingDist a b ≤ 1 ↔ b = a ∨ ∃ k x, x ≠ a k ∧ b = Function.update a k x := by
  unfold hammingDist
  rw [Finset.card_le_one]
  constructor
  · intro h
    by_cases hab : b = a
    · exact Or.inl hab
    · obtain ⟨k, hk⟩ := Function.ne_iff.mp hab
      refine Or.inr ⟨k, b k, hk, funext fun l => ?_⟩
      by_cases hl : l = k
      · subst hl
        simp
      · rw [Function.update_of_ne hl]
        by_contra hne
        exact hl (h l (mem_filter.2 ⟨mem_univ _, Ne.symm hne⟩) k
          (mem_filter.2 ⟨mem_univ _, hk.symm⟩))
  · rintro (rfl | ⟨k, x, _, rfl⟩)
    · intro i hi
      exact absurd rfl (mem_filter.1 hi).2
    · have key : ∀ i, a i ≠ Function.update a k x i → i = k := by
        intro i hi
        by_contra h
        exact hi (Function.update_of_ne h x a).symm
      intro i hi j hj
      exact (key i (mem_filter.1 hi).2).trans (key j (mem_filter.1 hj).2).symm
```

## (b) The count in one row

Show that for every grid point $a$

$$\#\{b: h(a,b)\le1\}=1+d(N-1).$$

**Solution.** By (a), the points other than $a$ are labelled by an axis $k$ and a value $x\neq a_k$, which gives $d(N-1)$ labels. Different labels give different points, because $a^{k\to x}$ reveals $k$ as the only axis where it differs from $a$, and $x$ as its value there. None of these points is $a$, which adds one more.

The label set is `S` and the map from labels to points is `f`. The steps `hinj` and `hnot` show that no point is counted twice and that $a$ is not among the images.

```lean
/-- Each grid point has exactly `1 + d (N - 1)` points, itself included, that differ from it in
at most one coordinate. -/
theorem card_row (a : Grid d N) :
    (univ.filter fun b : Grid d N => hammingDist a b ≤ 1).card = 1 + d * (N - 1) := by
  -- label the other points by the changed axis and the new value on it
  let S : Finset (Σ _ : Fin d, Fin N) := univ.sigma fun k => univ.erase (a k)
  let f : (Σ _ : Fin d, Fin N) → Grid d N := fun p => Function.update a p.1 p.2
  have hmem : ∀ k x, (⟨k, x⟩ : Σ _ : Fin d, Fin N) ∈ S ↔ x ≠ a k := by
    intro k x
    simp [S]
  have hS : (univ.filter fun b : Grid d N => hammingDist a b ≤ 1) = insert a (S.image f) := by
    ext b
    rw [mem_filter, hammingDist_le_one_iff, mem_insert, mem_image]
    constructor
    · rintro ⟨_, h | ⟨k, x, hx, h⟩⟩
      · exact Or.inl h
      · exact Or.inr ⟨⟨k, x⟩, (hmem k x).2 hx, h.symm⟩
    · rintro (h | ⟨⟨k, x⟩, hx, h⟩)
      · exact ⟨mem_univ _, Or.inl h⟩
      · exact ⟨mem_univ _, Or.inr ⟨k, x, (hmem k x).1 hx, h.symm⟩⟩
  have hinj : Set.InjOn f (S : Set (Σ _ : Fin d, Fin N)) := by
    rintro ⟨k, x⟩ hx ⟨l, y⟩ _ h
    have hx' : x ≠ a k := (hmem k x).1 hx
    have hk : Function.update a k x k = Function.update a l y k := congrFun h k
    rw [Function.update_self] at hk
    by_cases hkl : k = l
    · subst hkl
      rw [Function.update_self] at hk
      rw [hk]
    · rw [Function.update_of_ne hkl] at hk
      exact absurd hk hx'
  have hnot : a ∉ S.image f := by
    intro h
    obtain ⟨⟨k, x⟩, hx, h⟩ := mem_image.1 h
    have hk : Function.update a k x k = a k := congrFun h k
    rw [Function.update_self] at hk
    exact (hmem k x).1 hx hk
  have hcard : S.card = d * (N - 1) := by
    simp [S, card_sigma, card_erase_of_mem]
  rw [hS, card_insert_of_notMem hnot, card_image_of_injOn hinj, hcard, add_comm]
```

## (c) The count over the whole grid

Show that the number of ordered pairs with $h(a,b)\le1$ is

$$N^d\bigl(1+d(N-1)\bigr).$$

**Solution.** There are $N^d$ choices of $a$, and by (b) each contributes $1+d(N-1)$ choices of $b$. Lean writes the count as a double sum of zeros and ones, whose inner sum is the row count. For $d=N=2$ the result is 12 of the 16 pairs.

```lean
/-- Exactly `N^d (1 + d (N - 1))` ordered pairs of grid points differ in at most one
coordinate. -/
theorem card_coupledPairs (d N : ℕ) :
    (coupledPairs d N).card = N ^ d * (1 + d * (N - 1)) := by
  have h : ∀ a : Grid d N,
      ∑ b : Grid d N, (if hammingDist a b ≤ 1 then 1 else 0) = 1 + d * (N - 1) := by
    intro a
    rw [← card_filter]
    exact card_row a
  unfold coupledPairs
  rw [card_filter, Fintype.sum_prod_type]
  simp only [h]
  simp
```

## (d) Elements that vanish

Show that

$$h(a,b)>1\implies H_{ab}=0 .$$

**Solution.** Let $i\ne j$ be two axes on which $a$ and $b$ differ. The potential contributes nothing, since $a\neq b$. In the kinetic term for axis $k$, at least one of $i,j$ is different from $k$, and its Kronecker delta is a vanishing factor. Every term is therefore zero. The case split `by_cases hik : i = k` selects the delta to use.

```lean
variable (t : Fin d → Matrix (Fin N) (Fin N) ℂ) (V : Grid d N → ℂ)

/-- The Hamiltonian does not couple grid points that differ in two or more coordinates. -/
theorem hamiltonian_eq_zero {a b : Grid d N} (h : 1 < hammingDist a b) :
    hamiltonian t V a b = 0 := by
  have hab : a ≠ b := by
    rintro rfl
    simp at h
  unfold hammingDist at h
  obtain ⟨i, hi, j, hj, hij⟩ := Finset.one_lt_card.1 h
  simp only [hamiltonian, Matrix.add_apply, kinetic, Matrix.diagonal_apply_ne _ hab, add_zero]
  -- for every axis k, some delta on another axis vanishes
  refine sum_eq_zero fun k _ => ?_
  by_cases hik : i = k
  · exact mul_eq_zero_of_right _ (prod_eq_zero
      (mem_erase.2 ⟨fun e => hij (hik.trans e.symm), mem_univ j⟩) (if_neg (mem_filter.1 hj).2))
  · exact mul_eq_zero_of_right _ (prod_eq_zero
      (mem_erase.2 ⟨hik, mem_univ i⟩) (if_neg (mem_filter.1 hi).2))
```

## (e) Elements along one axis

For $x\ne a_k$, show that

$$H_{a,\,a^{k\to x}}=t^{(k)}_{a_k x}.$$

**Solution.** The potential again drops out. A kinetic term for an axis $j\ne k$ contains the delta on axis $k$, which is zero. In the term for axis $k$ all deltas equal one, leaving the one-dimensional element. The step `sum_eq_single k` reduces the sum to this term.

```lean
/-- Between points that differ only on axis `k`, the Hamiltonian element is the one-dimensional
kinetic element of that axis. -/
theorem hamiltonian_update (a : Grid d N) (k : Fin d) (x : Fin N) (hx : x ≠ a k) :
    hamiltonian t V a (Function.update a k x) = t k (a k) x := by
  have hne : a ≠ Function.update a k x := by
    intro h
    have hk := congrFun h k
    rw [Function.update_self] at hk
    exact hx hk.symm
  simp only [hamiltonian, Matrix.add_apply, kinetic, Matrix.diagonal_apply_ne _ hne, add_zero]
  rw [sum_eq_single k]
  · have hprod : ∏ l ∈ univ.erase k,
        (if a l = Function.update a k x l then (1 : ℂ) else 0) = 1 := by
      refine prod_eq_one fun l hl => if_pos ?_
      rw [Function.update_of_ne (ne_of_mem_erase hl)]
    rw [hprod, mul_one, Function.update_self]
  · intro j _ hj
    exact mul_eq_zero_of_right _ (prod_eq_zero (mem_erase.2 ⟨hj.symm, mem_univ k⟩)
      (if_neg (by rw [Function.update_self]; exact hx.symm)))
  · intro h
    exact absurd (mem_univ k) h
```

## (f) A bound on the nonzero entries

Let $n(H)$ be the number of nonzero entries of $H$. Show that

$$n(H)\le N^d\bigl(1+d(N-1)\bigr).$$

**Solution.** By (d), a nonzero entry can occur only where $h(a,b)\le1$, and (c) counts those positions. The Lean proof is this inclusion followed by `card_le_card`.

For an equal-sized direct-product grid with separable kinetic energy, this bounds the number of matrix elements to be stored when $H$ is kept as a sparse matrix (index data come on top), and the number of multiplications when that sparse matrix is applied to a vector, as can be done in iterative diagonalisation or wavepacket propagation.

The bound can fail if the kinetic energy contains a product of matrices on two axes, as a mixed term $p_0p_1$ in the momenta does. Take $d=N=2$, $V=0$ and $T_{ab}=u_{a_0b_0}u_{a_1b_1}$ with all elements of $u$ equal to one: all 16 entries are nonzero, against a bound of 12. This $T$ is an algebraic example chosen for easy counting, not a realistic kinetic energy, and $u$ is not meant as a momentum matrix.

```lean
/-- A DVR Hamiltonian with separable kinetic energy has at most `N^d (1 + d (N - 1))` nonzero
entries. -/
theorem card_nonzeroEntries_le :
    (nonzeroEntries (hamiltonian t V)).card ≤ N ^ d * (1 + d * (N - 1)) := by
  rw [← card_coupledPairs]
  refine card_le_card fun p hp => mem_filter.2 ⟨mem_univ _, ?_⟩
  by_contra h
  exact (mem_filter.1 hp).2 (hamiltonian_eq_zero t V (not_le.1 h))
```

## (g) When the bound is attained

Show that

$$n(H)=N^d\bigl(1+d(N-1)\bigr)$$

holds exactly when $t^{(k)}_{ij}\neq0$ for all $k$ and all $i\neq j$, and $\sum_k t^{(k)}_{a_ka_k}+V_a\ne0$ for all $a$. Here $i$ and $j$ are point indices on one axis, no longer axes as in (d).

**Solution.** The nonzero positions are a subset of the pairs counted in (c). For finite sets, equal size then means equality, so the bound is attained exactly when $H_{ab}\neq0$ for every pair with $h(a,b)\le1$. By (a) such a pair is either diagonal, where all deltas are one and $H_{aa}=\sum_k t^{(k)}_{a_ka_k}+V_a$, or joined by one change, where (e) gives the element. Conversely, any $t^{(k)}_{ij}$ with $i\neq j$ appears in $H$: start from the point with all coordinates equal to $i$ and change axis $k$ to $j$.

Lean obtains the equality of the sets from `eq_of_subset_of_card_le`. The diagonal condition depends on the zero of energy, since a constant shift of $V$ can cancel a diagonal entry.

```lean
/-- The bound is attained exactly when all off-diagonal one-dimensional kinetic elements and all
diagonal elements of the Hamiltonian are nonzero. -/
theorem card_nonzeroEntries_eq_iff :
    (nonzeroEntries (hamiltonian t V)).card = N ^ d * (1 + d * (N - 1)) ↔
      (∀ k i j, i ≠ j → t k i j ≠ 0) ∧ ∀ a : Grid d N, ∑ k, t k (a k) (a k) + V a ≠ 0 := by
  have hdiag : ∀ a, hamiltonian t V a a = ∑ k, t k (a k) (a k) + V a := by
    intro a
    simp [hamiltonian, kinetic]
  have hsub : nonzeroEntries (hamiltonian t V) ⊆ coupledPairs d N := by
    refine fun p hp => mem_filter.2 ⟨mem_univ _, ?_⟩
    by_contra h
    exact (mem_filter.1 hp).2 (hamiltonian_eq_zero t V (not_le.1 h))
  rw [← card_coupledPairs]
  constructor
  · intro h
    have hs := eq_of_subset_of_card_le hsub h.ge
    have hm : ∀ a b, hammingDist a b ≤ 1 → hamiltonian t V a b ≠ 0 := by
      intro a b hab
      have hp : (a, b) ∈ nonzeroEntries (hamiltonian t V) := by
        rw [hs]
        exact mem_filter.2 ⟨mem_univ _, hab⟩
      exact (mem_filter.1 hp).2
    refine ⟨fun k i j hij => ?_, fun a => ?_⟩
    · -- test on the grid point with all coordinates equal to i
      have h1 := hm (fun _ => i) (Function.update (fun _ => i) k j)
        ((hammingDist_le_one_iff _ _).2 (Or.inr ⟨k, j, hij.symm, rfl⟩))
      rwa [hamiltonian_update t V (fun _ => i) k j hij.symm] at h1
    · rw [← hdiag]
      exact hm a a (by simp)
  · rintro ⟨ho, hd⟩
    refine congrArg card (Subset.antisymm hsub ?_)
    rintro ⟨a, b⟩ hp
    refine mem_filter.2 ⟨mem_univ _, ?_⟩
    show hamiltonian t V a b ≠ 0
    rcases (hammingDist_le_one_iff a b).1 (mem_filter.1 hp).2 with h | ⟨k, x, hx, h⟩
    · rw [h, hdiag]
      exact hd a
    · rw [h, hamiltonian_update t V a k x hx]
      exact ho k _ _ hx.symm
```

## (h) An example that attains it

Show that for all $d$ and $N$, the choice

$$t^{(k)}_{ij}=1,\qquad V_a=1$$

attains the bound.

**Solution.** The off-diagonal one-dimensional elements are one and each diagonal entry of $H$ is $d+1$, so both conditions in (g) hold. This is an algebraic example, not a realistic kinetic energy.

```lean
/-- With every one-dimensional kinetic element and the potential equal to one, the bound on the
number of nonzero entries is attained. -/
theorem card_nonzeroEntries_eq_witness (d N : ℕ) :
    (nonzeroEntries (hamiltonian (d := d) (N := N)
      (fun _ => Matrix.of fun _ _ => 1) (fun _ => 1))).card = N ^ d * (1 + d * (N - 1)) := by
  refine (card_nonzeroEntries_eq_iff _ _).2 ⟨fun k i j _ => one_ne_zero, fun a => ?_⟩
  simp only [Matrix.of_apply, sum_const, card_univ, Fintype.card_fin, nsmul_eq_mul, mul_one]
  exact Nat.cast_add_one_ne_zero d
```

## (i) Comparison with a full matrix

For $d\ge2$ and $N\ge2$, show that

$$n(H)<N^{2d}.$$

**Solution.** By (f) it is enough that $1+d(N-1)<N^d$, a strict Bernoulli inequality. For $d=2$ the difference of the two sides is $N^2-(2N-1)=(N-1)^2>0$. If the inequality holds for $d$, then

$$1+(d+1)(N-1)<N^d+(N-1)\le N^d+N^d(N-1)=N^{d+1}.$$

Multiplying by $N^d$ gives the claim. Lean runs the same induction in `bern`, with $m=N-2$ and $e=d-2$ so that both variables start at zero.

For $d=3$ and $N=10$ the bound is 28,000 entries, against 1,000,000 in a full matrix. In one dimension the bound becomes $N^2$, and the example in (h) fills the matrix, so the strict inequality fails at $d=1$.

```lean
/-- In two or more dimensions, with at least two points per axis, the Hamiltonian has strictly
fewer nonzero entries than the `N^(2d)` entries of a full matrix. -/
theorem card_nonzeroEntries_lt_full (hd : 2 ≤ d) (hN : 2 ≤ N) :
    (nonzeroEntries (hamiltonian t V)).card < N ^ (2 * d) := by
  -- strict Bernoulli inequality
  have bern : ∀ m e : ℕ, 1 + (e + 2) * (m + 1) < (m + 2) ^ (e + 2) := by
    intro m e
    induction e with
    | zero =>
      have hsq : (m + 2) ^ (0 + 2) = m * m + 4 * m + 4 := by ring
      rw [hsq]
      nlinarith [Nat.zero_le (m * m)]
    | succ e ih =>
      have h1 : 1 ≤ (m + 2) ^ (e + 2) := Nat.one_le_pow _ _ (by omega)
      have h2 := Nat.mul_le_mul_right (m + 1) h1
      calc 1 + (e + 1 + 2) * (m + 1) = 1 + (e + 2) * (m + 1) + 1 * (m + 1) := by ring
        _ < (m + 2) ^ (e + 2) + (m + 2) ^ (e + 2) * (m + 1) := by omega
        _ = (m + 2) ^ (e + 1 + 2) := by ring
  have hb : 1 + d * (N - 1) < N ^ d := by
    have h := bern (N - 2) (d - 2)
    rwa [show d - 2 + 2 = d by omega, show N - 2 + 1 = N - 1 by omega,
      show N - 2 + 2 = N by omega] at h
  have hpos : 0 < N ^ d := by omega
  calc (nonzeroEntries (hamiltonian t V)).card
      ≤ N ^ d * (1 + d * (N - 1)) := card_nonzeroEntries_le t V
    _ < N ^ d * N ^ d := mul_lt_mul_of_pos_left hb hpos
    _ = N ^ (2 * d) := by rw [← pow_add, two_mul]

end

end DVRSparsity
```

```lean
#print axioms DVRSparsity.card_nonzeroEntries_le
#print axioms DVRSparsity.card_nonzeroEntries_eq_iff
#print axioms DVRSparsity.card_nonzeroEntries_lt_full
```

```
'DVRSparsity.card_nonzeroEntries_le' depends on axioms: [propext, Classical.choice, Quot.sound]
'DVRSparsity.card_nonzeroEntries_eq_iff' depends on axioms: [propext, Classical.choice, Quot.sound]
'DVRSparsity.card_nonzeroEntries_lt_full' depends on axioms: [propext, Classical.choice, Quot.sound]
```
